# A Bethe-lattice defect with hybridization $t^2g$ has a level above the band exactly when its energy shift exceeds $t$

Let $t>0$ be the hopping scale of a band occupying $[-2t,2t]$, let $g(w)=\bigl(w-\sqrt{w^2-4t^2}\bigr)/(2t^2)$ be the bath propagator at real energies $w>2t$, and let a site with real energy shift $e$ have a level above the band at $w$ when $w>2t$ and $w-e-t^2g(w)=0$. Such a level exists if and only if $e>t$, and its energy is then $e+t^2/e$.

In Lean 4 with Mathlib:

```lean
import Mathlib

open Real

namespace BetheDefectLevel

noncomputable section

/-- The bath propagator of the Bethe lattice with hopping scale `t > 0`, on the branch used at real
energies `w > 2t` above the band. -/
def bathG (t w : ℝ) : ℝ := (w - √(w ^ 2 - 4 * t ^ 2)) / (2 * t ^ 2)

/-- The bath propagator of the Bethe lattice with hopping scale `t > 0`, on the branch used at real
energies `w < -2t` below the band. -/
def bathGBelow (t w : ℝ) : ℝ := (w + √(w ^ 2 - 4 * t ^ 2)) / (2 * t ^ 2)

/-- For `t > 0`, the energy `w` lies above the band and is a zero of the inverse propagator of a
site with energy shift `e`. -/
def IsLevelAbove (t e w : ℝ) : Prop :=
  2 * t < w ∧ w - e - t ^ 2 * bathG t w = 0

/-- For `t > 0`, the energy `w` lies below the band and is a zero of the inverse propagator of a
site with energy shift `e`. -/
def IsLevelBelow (t e w : ℝ) : Prop :=
  w < -(2 * t) ∧ w - e - t ^ 2 * bathGBelow t w = 0

/-- The amplitude `(t/e)^n` on site `n` of a semi-infinite chain, for `e ≠ 0`. -/
def chainAmplitude (t e : ℝ) (n : ℕ) : ℝ := (t / e) ^ n

/-- For `t > 0` and energies above the band, the bath propagator is positive and
smaller than `1/t`. -/
theorem bathG_bounds {t w : ℝ} (ht : 0 < t) (hw : 2 * t < w) :
    0 < bathG t w ∧ t * bathG t w < 1 := by
  have hs1 : √(w ^ 2 - 4 * t ^ 2) < w :=
    (Real.sqrt_lt' (by linarith)).2 (by nlinarith [pow_pos ht 2])
  have hs2 : w - 2 * t < √(w ^ 2 - 4 * t ^ 2) :=
    Real.lt_sqrt_of_sq_lt (by nlinarith [mul_pos ht (sub_pos.2 hw)])
  have hg : bathG t w * (2 * t ^ 2) = w - √(w ^ 2 - 4 * t ^ 2) :=
    div_mul_cancel₀ _ (by positivity)
  refine ⟨div_pos (by linarith) (by positivity), ?_⟩
  have h : t * (t * bathG t w) < t * 1 := by linarith
  exact lt_of_mul_lt_mul_left h ht.le

/-- For `0 < t < e`, the square root in the bath propagator, taken at the energy
`e + t²/e`, equals `e - t²/e`, which is positive. -/
theorem sqrt_at_level {t e : ℝ} (ht : 0 < t) (he : t < e) :
    √((e + t ^ 2 / e) ^ 2 - 4 * t ^ 2) = e - t ^ 2 / e ∧ 0 < e - t ^ 2 / e := by
  have he0 : 0 < e := ht.trans he
  have hq : t ^ 2 / e * e = t ^ 2 := div_mul_cancel₀ _ he0.ne'
  have hlt : t ^ 2 / e < e := (div_lt_iff₀ he0).2 (by nlinarith)
  have hsq : (e + t ^ 2 / e) ^ 2 - 4 * t ^ 2 = (e - t ^ 2 / e) ^ 2 := by
    linear_combination 4 * hq
  exact ⟨by rw [hsq, Real.sqrt_sq (by linarith)], by linarith⟩

/-- For `t > 0`, a site with energy shift `e` has a level at `w` above the band if and
only if `e > t` and `w = e + t²/e`. -/
theorem isLevelAbove_iff {t e w : ℝ} (ht : 0 < t) :
    IsLevelAbove t e w ↔ t < e ∧ w = e + t ^ 2 / e := by
  constructor
  · rintro ⟨hw, h⟩
    obtain ⟨hg, htg⟩ := bathG_bounds ht hw
    have hs : √(w ^ 2 - 4 * t ^ 2) ^ 2 = w ^ 2 - 4 * t ^ 2 :=
      Real.sq_sqrt (by nlinarith)
    have h2 : bathG t w * (2 * t ^ 2) = w - √(w ^ 2 - 4 * t ^ 2) :=
      div_mul_cancel₀ _ (by positivity)
    -- the quadratic equation obeyed by the bath propagator
    have hd : bathG t w * (w - t ^ 2 * bathG t w) = 1 := by
      have h4 : 4 * t ^ 2 ≠ 0 := by positivity
      apply mul_left_cancel₀ h4
      linear_combination
        (w + √(w ^ 2 - 4 * t ^ 2) - 2 * t ^ 2 * bathG t w) * h2 - hs
    -- at a level the bath propagator is the inverse of the energy shift
    have hge : e * bathG t w = 1 := by linear_combination hd - bathG t w * h
    have hte : t < e := by
      rw [eq_div_of_mul_eq hg.ne' hge]
      exact (lt_div_iff₀ hg).2 htg
    have hq : t ^ 2 / e = t ^ 2 * bathG t w := by
      rw [div_eq_iff (ht.trans hte).ne']
      linear_combination -t ^ 2 * hge
    exact ⟨hte, by linarith⟩
  · rintro ⟨he, rfl⟩
    have he0 : 0 < e := ht.trans he
    have hq : t ^ 2 / e * e = t ^ 2 := div_mul_cancel₀ _ he0.ne'
    -- the distance from the band edge is a positive square over `e`
    have hgap : e + t ^ 2 / e - 2 * t = (e - t) ^ 2 / e := by
      rw [eq_div_iff he0.ne']
      linear_combination hq
    have hpos : 0 < (e - t) ^ 2 / e := div_pos (pow_pos (sub_pos.2 he) 2) he0
    have hg : bathG t (e + t ^ 2 / e) = 1 / e := by
      unfold bathG
      rw [(sqrt_at_level ht he).1, div_eq_div_iff (by positivity) he0.ne']
      linear_combination 2 * hq
    refine ⟨by linarith, ?_⟩
    rw [hg]
    ring

/-- For `t > 0`, a site with energy shift `e` has some level above the band if and only
if `e > t`. -/
theorem exists_levelAbove_iff {t e : ℝ} (ht : 0 < t) :
    (∃ w, IsLevelAbove t e w) ↔ t < e :=
  ⟨fun ⟨_, h⟩ => ((isLevelAbove_iff ht).1 h).1,
    fun h => ⟨e + t ^ 2 / e, (isLevelAbove_iff ht).2 ⟨h, rfl⟩⟩⟩

/-- For `t > 0`, a site with energy shift `e` has a level at `w` below the band if and
only if `e < -t` and `w = e + t²/e`. -/
theorem isLevelBelow_iff {t e w : ℝ} (ht : 0 < t) :
    IsLevelBelow t e w ↔ e < -t ∧ w = e + t ^ 2 / e := by
  have hg : bathGBelow t w = -bathG t (-w) := by
    unfold bathGBelow bathG
    rw [neg_sq]
    ring
  -- reversing all energies exchanges the two sides of the band
  have key : IsLevelBelow t e w ↔ IsLevelAbove t (-e) (-w) := by
    unfold IsLevelBelow IsLevelAbove
    rw [hg]
    constructor <;> rintro ⟨h1, h2⟩ <;> exact ⟨by linarith, by linarith⟩
  rw [key, isLevelAbove_iff ht, div_neg]
  constructor <;> rintro ⟨h1, h2⟩ <;> exact ⟨by linarith, by linarith⟩

/-- For `0 < t < e`, the inverse propagator of the defect site has slope
`e²/(e² - t²)` at the energy `e + t²/e`. -/
theorem slope_at_level {t e : ℝ} (ht : 0 < t) (he : t < e) :
    HasDerivAt (fun w => w - e - t ^ 2 * bathG t w)
      (e ^ 2 / (e ^ 2 - t ^ 2)) (e + t ^ 2 / e) := by
  have he0 : 0 < e := ht.trans he
  obtain ⟨hs, hpos⟩ := sqrt_at_level ht he
  have hq : t ^ 2 / e * e = t ^ 2 := div_mul_cancel₀ _ he0.ne'
  have hd : e ^ 2 - t ^ 2 ≠ 0 := by nlinarith
  have hne : (e + t ^ 2 / e) ^ 2 - 4 * t ^ 2 ≠ 0 := by
    intro h0
    rw [h0, Real.sqrt_zero] at hs
    linarith
  have h1 : HasDerivAt (fun w : ℝ => w ^ 2 - 4 * t ^ 2)
      (2 * (e + t ^ 2 / e)) (e + t ^ 2 / e) := by
    simpa using (hasDerivAt_pow 2 (e + t ^ 2 / e)).sub_const (4 * t ^ 2)
  have h3 := ((hasDerivAt_id' (e + t ^ 2 / e)).fun_sub (h1.sqrt hne)).div_const (2 * t ^ 2)
  have h4 := ((hasDerivAt_id' (e + t ^ 2 / e)).sub_const e).fun_sub (h3.const_mul (t ^ 2))
  refine HasDerivAt.congr_deriv h4 ?_
  have hr : (e + t ^ 2 / e) / (e - t ^ 2 / e) = (e ^ 2 + t ^ 2) / (e ^ 2 - t ^ 2) := by
    rw [div_eq_div_iff hpos.ne' hd]
    linear_combination 2 * e * hq
  rw [hs, mul_div_mul_left _ _ (two_ne_zero), hr]
  field_simp
  ring

/-- For `0 < t < e`, the amplitudes `(t/e)^n` solve the stationary equations of a semi-infinite
chain with hopping `t`, end-site energy `e` and zero energy on all other sites, at the energy
`e + t²/e`, and their squares sum to `e²/(e² - t²)`. -/
theorem chain_bound_state {t e : ℝ} (ht : 0 < t) (he : t < e) :
    e * chainAmplitude t e 0 + t * chainAmplitude t e 1
        = (e + t ^ 2 / e) * chainAmplitude t e 0 ∧
    (∀ n, t * chainAmplitude t e n + t * chainAmplitude t e (n + 2)
        = (e + t ^ 2 / e) * chainAmplitude t e (n + 1)) ∧
    HasSum (fun n => chainAmplitude t e n ^ 2) (e ^ 2 / (e ^ 2 - t ^ 2)) := by
  have he0 : 0 < e := ht.trans he
  unfold chainAmplitude
  refine ⟨by ring, fun n => ?_, ?_⟩
  · have hr : t / e * e = t := div_mul_cancel₀ _ he0.ne'
    have hq : t ^ 2 / e = t * (t / e) := by ring
    rw [hq]
    generalize t / e = r at hr ⊢
    linear_combination -r ^ n * hr
  · -- the squared amplitudes form a geometric series
    have hlt : (t / e) ^ 2 < 1 := by
      rw [div_pow, div_lt_one (pow_pos he0 2)]
      nlinarith
    have h := hasSum_geometric_of_lt_one (sq_nonneg (t / e)) hlt
    have hv : 1 - (t / e) ^ 2 = (e ^ 2 - t ^ 2) / e ^ 2 := by
      rw [div_pow, sub_div, div_self (pow_ne_zero 2 he0.ne')]
    rw [hv, inv_div] at h
    have hf : (fun n : ℕ => ((t / e) ^ n) ^ 2) = fun n : ℕ => ((t / e) ^ 2) ^ n := by
      funext n
      rw [← pow_mul, ← pow_mul, mul_comm]
    rw [hf]
    exact h

end

end BetheDefectLevel
```

```lean
#print axioms BetheDefectLevel.exists_levelAbove_iff
#print axioms BetheDefectLevel.isLevelBelow_iff
#print axioms BetheDefectLevel.slope_at_level
#print axioms BetheDefectLevel.chain_bound_state
```

```
'BetheDefectLevel.exists_levelAbove_iff' depends on axioms: [propext, Classical.choice, Quot.sound]
'BetheDefectLevel.isLevelBelow_iff' depends on axioms: [propext, Classical.choice, Quot.sound]
'BetheDefectLevel.slope_at_level' depends on axioms: [propext, Classical.choice, Quot.sound]
'BetheDefectLevel.chain_bound_state' depends on axioms: [propext, Classical.choice, Quot.sound]
```

## The defect site and its bath

Energies are measured from the band centre. The function $g$, `bathG t w` in the code, is the local propagator belonging to a semicircular density of states. The defect is a single site whose energy is shifted by $e$ and whose surroundings enter through the hybridization $t^2g(w)$. Its propagator is $1/(w-e-t^2g(w))$, so a real zero of the denominator above the band is a discrete level. The predicate `IsLevelAbove t e w` contains this pole equation and the condition $2t<w$, but neither the threshold nor the level energy.

The hybridization $t^2g$ is that of a site in the Bethe lattice with infinite connectivity and scaled hopping. It is also that of the end site of a semi-infinite chain with hopping $t$. At finite connectivity, a site in the interior of the tree has one more branch than the root of a branch, and its hybridization has a different prefactor. The file takes the closed form of $g$ as its starting point and does not derive it from a lattice Hamiltonian.

`isLevelAbove_iff` says that, for $t>0$, a level at $w$ is equivalent to $e>t$ together with $w=e+t^2/e$. This gives uniqueness, and `exists_levelAbove_iff` states the existence criterion separately. Below the band the propagator has the other sign of the square root, `bathGBelow`, and `isLevelBelow_iff` gives the condition $e<-t$ with the same formula for the energy. A shift with $|e|\le t$ therefore produces no level on either side.

For a non-interacting impurity with this semicircular bath, the result gives a reference value for the split-off pole that a numerical impurity solver should reproduce.

## From the pole equation to the threshold

Write $s=\sqrt{w^2-4t^2}$ with $w>2t$. Then $s<w$. Also
$$(w-2t)^2<(w-2t)(w+2t)=s^2,$$
so $w-2t<s$. Hence $0<w-s<2t$, and division by $2t^2$ gives
$$0<g(w)<\frac1t .$$
This is `bathG_bounds`, with the upper bound written as $t\,g<1$.

Since $w-t^2g=(w+s)/2$, the propagator satisfies
$$g\,(w-t^2g)=\frac{(w-s)(w+s)}{4t^2}=1 .$$
At a level the bracket equals $e$, so $g\,e=1$. The bounds on $g$ then give $e=1/g>t$, and the pole equation becomes $w=e+t^2g=e+t^2/e$. In the proof of `isLevelAbove_iff`, `hd` is the quadratic equation and `hge` is $e\,g=1$; `linear_combination` verifies the algebra in both.

Conversely, let $e>t$ and set $w=e+t^2/e$. This energy lies above the band because
$$w-2t=\frac{(e-t)^2}{e}>0 ,$$
which is `hgap` with `hpos`. Moreover,
$$w^2-4t^2=\left(e-\frac{t^2}{e}\right)^2,\qquad e-\frac{t^2}{e}>0,$$
so the positive root is $s=e-t^2/e$, as `sqrt_at_level` states. Therefore $g(w)=(2t^2/e)/(2t^2)=1/e$, and $w-e-t^2g(w)=t^2/e-t^2/e=0$.

For levels below the band, the proof uses `bathGBelow t w = -bathG t (-w)`. Changing the signs of both $e$ and $w$ turns one pole problem into the other; this is the step `key`.

## The weight of the level on the defect

Let $F(w)=w-e-t^2g(w)$ be the inverse propagator of the defect. Differentiating the square root gives
$$F'(w)=1-\frac12\left(1-\frac{w}{s}\right)=\frac12\left(1+\frac{w}{s}\right).$$
At the level, $w/s=(e^2+t^2)/(e^2-t^2)$, so
$$F'=\frac{e^2}{e^2-t^2}.$$
`slope_at_level` proves this for $0<t<e$. It assembles the derivative with the chain rule, for which `hne` supplies a nonzero radicand, and then inserts the ratio `hr`. The residue of the propagator $1/F$ at the pole is the reciprocal, $1-t^2/e^2$.

The chain gives the same number from a wavefunction. Number its sites $n=0,1,2,\dots$, with energy $e$ on site $0$ and zero elsewhere, and take the amplitudes $r^n$ with $r=t/e$. The equation at the end site reads
$$e+t\,r=e+\frac{t^2}{e}.$$
On site $n+1$ the equation is
$$t\,r^n+t\,r^{n+2}=(e+t\,r)\,r^{n+1},$$
which holds because $e\,r=t$. The squared amplitudes form a geometric series,
$$\sum_{n\ge0}r^{2n}=\frac{1}{1-t^2/e^2}=\frac{e^2}{e^2-t^2}.$$
These are the three parts of `chain_bound_state`, the last one obtained from `hasSum_geometric_of_lt_one`.

The amplitudes in the code are unnormalised. The normalised state is $\sqrt{1-t^2/e^2}\,(t/e)^n$, and its probability on the defect is $1-t^2/e^2$, equal to the pole residue.

## At the threshold

As $e$ decreases to $t$, the level approaches the band edge quadratically, at distance $(e-t)^2/e$, while its weight on the defect goes to zero. At $e=t$ the pole equation is still satisfied at $w=2t$, where $g=1/t$, but this point is the band edge itself and the strict inequality in `IsLevelAbove` excludes it. The chain amplitudes are then all equal to $1$ and cannot be normalised. In the opposite limit, $e\gg t$, the level energy approaches $e$ and the weight approaches one, as for an isolated site.
